# Falling-factorial moments of unnormalised Poisson weights: ∑ n(n−1)⋯(n−k+1) xⁿ/n! = xᵏ eˣ

The theorem `hasSum_falling` states that for every natural number k and every real x the series ∑ n(n−1)⋯(n−k+1) xⁿ/n! converges unconditionally (`HasSum`) to xᵏ eˣ. The weights xⁿ/n! are unnormalised, with total eˣ; for x ≥ 0, division by eˣ gives the Poisson distribution of mean x, such as the occupation-number distribution of a harmonic-oscillator coherent state, whose k-th factorial moment is therefore xᵏ. The statement itself is purely analytic and mentions no oscillator or state. The attempt uses induction on k, starting from the exponential series. In the step it splits off the vanishing n = 0 term with `hasSum_nat_add_iff'`, uses `falling (k + 1) (y + 1) = (y + 1) * falling k y`, and matches the shifted series with x times the induction hypothesis by `convert`.

In Lean, a first try:

```lean
import Mathlib

open ComplexConjugate

namespace HotBandFranckCondon

noncomputable section

/-- Falling factorial `y (y-1) ⋯ (y-k+1)`. -/
def falling (k : ℕ) (y : ℝ) : ℝ := ∏ i ∈ Finset.range k, (y - (i : ℝ))

/-- Falling-factorial sums of the exponential series: `∑ n(n-1)⋯(n-k+1) xⁿ/n! = xᵏ eˣ`. -/
theorem hasSum_falling (k : ℕ) (x : ℝ) :
    HasSum (fun n : ℕ => falling k n * x ^ n / (n.factorial : ℝ)) (x ^ k * Real.exp x) := by
  induction k with
  | zero =>
    have base : HasSum (fun n : ℕ => x ^ n / (n.factorial : ℝ)) (Real.exp x) := by
      rw [Real.exp_eq_exp_ℝ]
      first
        | exact NormedSpace.expSeries_div_hasSum_exp x
        | exact NormedSpace.expSeries_div_hasSum_exp ℝ x
    simpa [falling] using base
  | succ k ih =>
    have h0 : falling (k + 1) 0 = 0 := by simp [falling, Finset.prod_range_succ']
    have hs : ∀ y : ℝ, falling (k + 1) (y + 1) = (y + 1) * falling k y := by
      intro y
      unfold falling
      rw [Finset.prod_range_succ', mul_comm]
      congr 1
      · simp
      · exact Finset.prod_congr rfl (fun i _ => by push_cast; ring)
    -- the n = 0 term vanishes; shifting the index cancels the factor n + 1
    rw [← hasSum_nat_add_iff' 1]
    convert ih.mul_left x using 1
    · funext n
      have h1 : (n.factorial : ℝ) ≠ 0 := by positivity
      have h2 : (n : ℝ) + 1 ≠ 0 := by positivity
      simp only [Nat.factorial_succ, Nat.cast_mul, Nat.cast_add, Nat.cast_one, hs]
      first | (field_simp; done) | (field_simp; ring)
    · simp only [Finset.sum_range_one, Nat.cast_zero, h0]
      ring

end

end HotBandFranckCondon
```

Messages:

```
Main.lean:35:6: error: Tactic `apply` failed: could not unify the conclusion of `@funext`
  ?f = ?g
with the goal
  Real.instAddCommGroup.toAddCommMonoid =
    CommRing.toNonUnitalCommRing.toNonUnitalNonAssocCommRing.toNonUnitalNonAssocSemiring.toAddCommMonoid

Note: The full type of `@funext` is
  ∀ {α : Sort ?u.84} {β : α → Sort ?u.83} {f g : (x : α) → β x}, (∀ (x : α), f x = g x) → f = g

case e'_3
x : ℝ
k : ℕ
ih : HasSum (fun n => falling k ↑n * x ^ n / ↑n.factorial) (x ^ k * Real.exp x)
h0 : falling (k + 1) 0 = 0
hs : ∀ (y : ℝ), falling (k + 1) (y + 1) = (y + 1) * falling k y
⊢ Real.instAddCommGroup.toAddCommMonoid =
    CommRing.toNonUnitalCommRing.toNonUnitalNonAssocCommRing.toNonUnitalNonAssocSemiring.toAddCommMonoid
Main.lean:40:6: error: `simp` made no progress
Main.lean:23:14: error: unsolved goals
case e'_6
x : ℝ
k : ℕ
ih : HasSum (fun n => falling k ↑n * x ^ n / ↑n.factorial) (x ^ k * Real.exp x)
h0 : falling (k + 1) 0 = 0
hs : ∀ (y : ℝ), falling (k + 1) (y + 1) = (y + 1) * falling k y
⊢ x ^ (k + 1) * Real.exp x - ∑ i ∈ Finset.range 1, falling (k + 1) ↑i * x ^ i / ↑i.factorial = x * (x ^ k * Real.exp x)
```

What went wrong. `convert` leaves three goals, but the script has two bullets. The extra goal, `e'_3`, comes first: it equates two `AddCommMonoid ℝ` instances, one reached through `Real.instAddCommGroup` (in the rewritten goal), the other through the ring structure (in `ih.mul_left x`). The first bullet meets this goal, which is no equation of functions, so the `apply` of `funext` fails. The second bullet then meets the equality of the term functions, where `Finset.sum_range_one`, `Nat.cast_zero` and `h0` rewrite nothing. The equality of the sums, `e'_6`, gets no bullet and is reported unsolved.

The new bullet `rfl` closes `e'_3`, the two instances being definitionally equal, and so the other bullets meet their intended goals. This answers all three messages.

The `field_simp` alternatives were never reached, so no message concerns them. Their replacement regroups the numerator by `mul_assoc`, cancels n + 1 by `mul_div_mul_left` with `h2`, and finishes with `ring`; `h1` is then unneeded. Dropping the second alternative of `first` in the base case is tidying.

The mended proof, as a diff:

```diff
@@ -17,7 +17,5 @@
     have base : HasSum (fun n : ℕ => x ^ n / (n.factorial : ℝ)) (Real.exp x) := by
       rw [Real.exp_eq_exp_ℝ]
-      first
-        | exact NormedSpace.expSeries_div_hasSum_exp x
-        | exact NormedSpace.expSeries_div_hasSum_exp ℝ x
+      exact NormedSpace.expSeries_div_hasSum_exp x
     simpa [falling] using base
   | succ k ih =>
@@ -33,9 +31,10 @@
     rw [← hasSum_nat_add_iff' 1]
     convert ih.mul_left x using 1
+    · rfl
     · funext n
-      have h1 : (n.factorial : ℝ) ≠ 0 := by positivity
       have h2 : (n : ℝ) + 1 ≠ 0 := by positivity
       simp only [Nat.factorial_succ, Nat.cast_mul, Nat.cast_add, Nat.cast_one, hs]
-      first | (field_simp; done) | (field_simp; ring)
+      rw [mul_assoc, mul_div_mul_left _ _ h2]
+      ring
     · simp only [Finset.sum_range_one, Nat.cast_zero, h0]
       ring
```
